# ZORA with the matrix inverse never narrows the Dirac gap around zero energy

## The two Hamiltonians and the zero of energy

An electron in a fixed external or mean-field potential obeys the Dirac equation for a large component $\varphi$ and a small component $\chi$. In atomic units, with $c$ the speed of light and energies measured from the electron's rest energy, its matrix in a finite orthonormal basis is

$$
D=\begin{pmatrix} V & cP^\dagger\\ cP & W-2c^2\end{pmatrix}.
$$

Here $V$ and $W$ are the potential in the large- and small-component bases, and $P$ represents $\boldsymbol\sigma\cdot\mathbf p$ from the first basis to the second. The letter $W$ is simply the potential, not the product $\boldsymbol\sigma\cdot\mathbf p\,V\,\boldsymbol\sigma\cdot\mathbf p$ for which some texts use it.

The zeroth-order regular approximation (ZORA) eliminates the small component as if the energy were zero. With $K=2c^2-W$ this gives

$$
\chi=cK^{-1}P\varphi,\qquad H=V+c^2P^\dagger K^{-1}P .
$$

The question is how the eigenvalues of $H$ nearest to zero lie relative to those of $D$.

## What is claimed

Let $V$ and $W$ be Hermitian and $K$ invertible. Then the smallest positive eigenvalue of $H$ is at least that of $D$, and the largest negative eigenvalue of $H$ is at most that of $D$, whenever these eigenvalues exist. If $D$ is invertible, they are the edges of a gap, and ZORA leaves it equal or wider.

For a one-electron problem in a finite basis with the same fixed potential in both schemes, this gives the direction of the ZORA error at the two levels next to zero. A HOMO–LUMO gap lying wholly below zero is a different gap, and the result does not apply to it.

Invertibility of $K$ means that $2c^2$ is not an eigenvalue of the small-component potential. An attractive potential satisfies this, since $K$ is then positive definite.

The theorem does not directly cover common ZORA programs, whose kinetic energy is built differently. They typically integrate a function $c^2/(2c^2-v(\mathbf r))$ between derivatives of the basis functions, whereas $H$ contains the inverse of the matrix $K$. In a finite small-component basis the two generally differ, even when $v$ is the full potential. Many programs also take a model potential for $v$, and scalar ZORA calculations leave out the spin–orbit part.

## The statement in Lean's terms

The finite types `n` and `m` index the large and small bases, so `P : Matrix m n ℂ` may be rectangular, and `Pᴴ` is $P^\dagger$. The matrices $D$, $H$ and $K$ are `dirac c V W P`, `zora c V W P` and `kernel c W`; the last name refers to the kernel of the kinetic energy, not to a null space. The function `small` gives $\chi$, and `Sum.elim φ χ` stacks two components into one vector.

`IsEigenvalue A e` says that a nonzero $x$ satisfies $Ax=ex$ with $e$ real. The hypothesis `IsUnit (kernel c W).det` is the invertibility of $K$. The number `c` is any real number, so no value of the speed of light enters.

In `zora_never_narrows_gap`, `h` and `d` are eigenvalues of $H$ and $D$. `IsLeast S d` means that `d` belongs to the set `S` and is a lower bound of it; `IsGreatest` is the analogue for the maximum. Existence of the extremal eigenvalues is thus a premise of each comparison.

## Derivation

Let $H\varphi=e\varphi$ with $\varphi\neq0$ and $e\neq0$, and put $\psi=(\varphi,\chi)$ with the ZORA small component.

**Action of $D$.** The upper component of $D\psi$ is $V\varphi+c^2P^\dagger K^{-1}P\varphi=H\varphi$. The lower one is $cP\varphi-K\chi=cP\varphi-cP\varphi=0$. Hence

$$
D\psi=(H\varphi,0)=(e\varphi,0).
$$

**A vanishing expectation value.** Since $D$ is Hermitian,

$$
\langle\psi,D^2\psi\rangle=\|D\psi\|^2=e^2\|\varphi\|^2,\qquad
e\langle\psi,D\psi\rangle=e\cdot e\|\varphi\|^2 ,
$$

so $\langle\psi,(D^2-eD)\psi\rangle=0$.

**Expansion in eigenvectors.** Write $\psi=\sum_j a_ju_j$ with orthonormal $u_j$ and $Du_j=d_ju_j$. Then

$$
\sum_j d_j(d_j-e)\,|a_j|^2=0 .
$$

Suppose that no $d_j$ lies strictly between $0$ and $e$. Every $d_j(d_j-e)$ is then nonnegative, so every term vanishes. It follows that $d_j(d_j-e)a_j=0$ for all $j$, which means $D^2\psi=eD\psi$.

**The lower component.** From $D\psi=(e\varphi,0)$ we get $D^2\psi=(eV\varphi,\,e\,cP\varphi)$, while $eD\psi=(e^2\varphi,0)$. Equality requires $e\,cP\varphi=0$. If $cP\varphi\neq0$ this is false, so $D$ has an eigenvalue strictly between $0$ and $e$.

**No small component.** If $cP\varphi=0$, then $\chi=0$ and $D(\varphi,0)=e(\varphi,0)$. In this case $e$ itself is an eigenvalue of $D$.

**Extremal eigenvalues.** Take $e$ to be the smallest positive eigenvalue of $H$. Then $D$ has an eigenvalue in $(0,e]$, so its smallest positive eigenvalue is at most $e$. For the largest negative eigenvalue $e$ of $H$, $D$ has an eigenvalue in $[e,0)$, and its largest negative eigenvalue is at least $e$.

## One basis function in each component

Take a free particle with one large and one small function, so that $V=W=0$ and $P=p$ is a nonzero real number, with $c>0$. Then $H=p^2/2$, and the positive eigenvalue of $D$ is

$$
d=\sqrt{c^4+c^2p^2}-c^2 .
$$

It satisfies $d^2+2c^2d=c^2p^2$, hence

$$
\frac{p^2}{2}=d+\frac{d^2}{2c^2}>d .
$$

The ZORA level lies above the Dirac level by $d^2/2c^2$, which tends to zero as $c\to\infty$ at fixed $p$.

## The vector $\psi$ in a calculation

After diagonalising $H$, a program can take a normalised eigenvector $\varphi$ with eigenvalue $e$, solve the linear system $K\chi=cP\varphi$, and stack the two components. Because $D\psi=(e\varphi,0)$, the Dirac expectation value in the normalised four-component state is

$$
\frac{\langle\psi,D\psi\rangle}{\langle\psi,\psi\rangle}=\frac{e}{1+\|\chi\|^2},\qquad
\|\chi\|^2=c^2\,\varphi^\dagger P^\dagger K^{-2}P\varphi .
$$

This is the scaled ZORA energy in its matrix form. The derivation above uses the same $\psi$, without normalising it.

## The Lean file

```lean
import Mathlib

open Matrix
open scoped InnerProductSpace

namespace ZoraGap

noncomputable section

variable {n m : Type*} [Fintype n] [DecidableEq n] [Fintype m] [DecidableEq m]

/-- The real number `e` is an eigenvalue of `A`: some nonzero `x` has `A x = e x`. -/
def IsEigenvalue (A : Matrix n n ℂ) (e : ℝ) : Prop :=
  ∃ x : n → ℂ, x ≠ 0 ∧ A *ᵥ x = (e : ℂ) • x

variable (c : ℝ) (V : Matrix n n ℂ) (W : Matrix m m ℂ) (P : Matrix m n ℂ)

/-- The matrix `2c² - W`, whose inverse enters the ZORA kinetic energy. -/
def kernel : Matrix m m ℂ := ((2 * c ^ 2 : ℝ) : ℂ) • (1 : Matrix m m ℂ) - W

/-- The Dirac matrix `[[V, c Pᴴ], [c P, W - 2c²]]`. -/
def dirac : Matrix (n ⊕ m) (n ⊕ m) ℂ :=
  fromBlocks V ((c : ℂ) • Pᴴ) ((c : ℂ) • P)
    (W - ((2 * c ^ 2 : ℝ) : ℂ) • (1 : Matrix m m ℂ))

/-- The ZORA matrix `V + c² Pᴴ (2c² - W)⁻¹ P`, for invertible `2c² - W`. -/
def zora : Matrix n n ℂ := V + ((c : ℂ) * (c : ℂ)) • (Pᴴ * ((kernel c W)⁻¹ * P))

/-- The ZORA small component `c (2c² - W)⁻¹ P φ`, for invertible `2c² - W`. -/
def small (φ : n → ℂ) : m → ℂ := (c : ℂ) • ((kernel c W)⁻¹ *ᵥ (P *ᵥ φ))

variable {c V W P}

/-- In the eigenbasis of a Hermitian matrix `A`, applying `A` multiplies each coefficient
of a vector by the corresponding eigenvalue. -/
theorem eigen_coefficient {A : Matrix n n ℂ} (hA : A.IsHermitian) (x : n → ℂ) (j : n) :
    ⟪hA.eigenvectorBasis j, WithLp.toLp 2 (A *ᵥ x)⟫_ℂ
      = (hA.eigenvalues j : ℂ) * ⟪hA.eigenvectorBasis j, WithLp.toLp 2 x⟫_ℂ := by
  have h : star (hA.eigenvectorBasis j).ofLp ᵥ* A
      = (hA.eigenvalues j : ℂ) • star (hA.eigenvectorBasis j).ofLp := by
    have h1 := congrArg star (hA.mulVec_eigenvectorBasis j)
    rw [Matrix.star_mulVec, hA.eq] at h1
    rw [h1]
    ext i
    simp
  rw [EuclideanSpace.inner_eq_star_dotProduct, EuclideanSpace.inner_eq_star_dotProduct]
  change (A *ᵥ x) ⬝ᵥ star (hA.eigenvectorBasis j).ofLp
    = _ * (x ⬝ᵥ star (hA.eigenvectorBasis j).ofLp)
  rw [dotProduct_comm, Matrix.dotProduct_mulVec, h, smul_dotProduct, smul_eq_mul,
    dotProduct_comm x]

/-- Let `A` be Hermitian. If `A² - eA` has zero expectation value in `x` but does not
annihilate `x`, then `A` has an eigenvalue strictly between `0` and `e`. -/
theorem exists_eigenvalue_between {A : Matrix n n ℂ} (hA : A.IsHermitian) (e : ℝ)
    (x : n → ℂ) (h0 : star x ⬝ᵥ (A *ᵥ (A *ᵥ x) - (e : ℂ) • (A *ᵥ x)) = 0)
    (hne : A *ᵥ (A *ᵥ x) - (e : ℂ) • (A *ᵥ x) ≠ 0) :
    ∃ d : ℝ, IsEigenvalue A d ∧ d * (d - e) < 0 := by
  generalize hz : A *ᵥ (A *ᵥ x) - (e : ℂ) • (A *ᵥ x) = z at h0 hne
  by_contra hcon
  have hpos : ∀ j, 0 ≤ hA.eigenvalues j * (hA.eigenvalues j - e) := by
    intro j
    by_contra hj
    refine hcon ⟨_, ⟨(hA.eigenvectorBasis j).ofLp, fun h => ?_, ?_⟩, not_le.mp hj⟩
    · apply hA.eigenvectorBasis.orthonormal.ne_zero j
      ext i
      exact congrFun h i
    · rw [hA.mulVec_eigenvectorBasis j]
      ext i
      simp
  -- coefficients of z = (A² - eA) x in the eigenbasis
  have hc : ∀ j, ⟪hA.eigenvectorBasis j, WithLp.toLp 2 z⟫_ℂ
      = ((hA.eigenvalues j * (hA.eigenvalues j - e) : ℝ) : ℂ)
        * ⟪hA.eigenvectorBasis j, WithLp.toLp 2 x⟫_ℂ := by
    intro j
    rw [← hz, WithLp.toLp_sub, WithLp.toLp_smul, inner_sub_right, inner_smul_right,
      eigen_coefficient, eigen_coefficient]
    push_cast
    ring
  -- the expectation value is a sum of nonnegative terms, so each of them vanishes
  have hsum := hA.eigenvectorBasis.sum_inner_mul_inner (WithLp.toLp 2 x) (WithLp.toLp 2 z)
  have hin : ⟪WithLp.toLp 2 x, WithLp.toLp 2 z⟫_ℂ = 0 := by
    rw [EuclideanSpace.inner_eq_star_dotProduct, dotProduct_comm]
    exact h0
  have hterm : ∀ j, ⟪WithLp.toLp 2 x, hA.eigenvectorBasis j⟫_ℂ
      * ⟪hA.eigenvectorBasis j, WithLp.toLp 2 z⟫_ℂ
      = ((hA.eigenvalues j * (hA.eigenvalues j - e)
        * ‖⟪hA.eigenvectorBasis j, WithLp.toLp 2 x⟫_ℂ‖ ^ 2 : ℝ) : ℂ) := by
    intro j
    rw [hc, ← inner_conj_symm (WithLp.toLp 2 x) (hA.eigenvectorBasis j), mul_left_comm,
      Complex.conj_mul']
    push_cast
    ring
  rw [hin, Finset.sum_congr rfl (fun j _ => hterm j), ← Complex.ofReal_sum,
    Complex.ofReal_eq_zero, Finset.sum_eq_zero_iff_of_nonneg
      (fun j _ => mul_nonneg (hpos j) (sq_nonneg _))] at hsum
  have hzero : WithLp.toLp 2 z = (0 : EuclideanSpace ℂ n) := by
    rw [← hA.eigenvectorBasis.sum_repr' (WithLp.toLp 2 z)]
    refine Finset.sum_eq_zero fun j hj => ?_
    rw [hc]
    rcases mul_eq_zero.mp (hsum j hj) with h | h
    · rw [h, Complex.ofReal_zero, zero_mul, zero_smul]
    · rw [norm_eq_zero.mp (pow_eq_zero_iff two_ne_zero |>.mp h), mul_zero, zero_smul]
  exact hne (congrArg WithLp.ofLp hzero)

omit [DecidableEq n] in
/-- If `2c² - W` is invertible, the Dirac matrix sends `φ` with its ZORA small component
to the ZORA matrix applied to `φ`, with lower component zero. -/
theorem dirac_mulVec_small (hK : IsUnit (kernel c W).det) (φ : n → ℂ) :
    dirac c V W P *ᵥ Sum.elim φ (small c W P φ) = Sum.elim (zora c V W P *ᵥ φ) 0 := by
  have hneg : W - ((2 * c ^ 2 : ℝ) : ℂ) • (1 : Matrix m m ℂ) = -kernel c W :=
    (neg_sub _ _).symm
  have hinv : kernel c W *ᵥ ((kernel c W)⁻¹ *ᵥ (P *ᵥ φ)) = P *ᵥ φ := by
    rw [Matrix.mulVec_mulVec, Matrix.mul_nonsing_inv _ hK, Matrix.one_mulVec]
  unfold dirac
  rw [fromBlocks_mulVec, Sum.elim_comp_inl, Sum.elim_comp_inr, hneg]
  congr 1
  · simp only [zora, small, Matrix.add_mulVec, Matrix.smul_mulVec, Matrix.mulVec_smul,
      smul_smul, Matrix.mulVec_mulVec, Matrix.smul_mul]
  · rw [small, Matrix.neg_mulVec, Matrix.mulVec_smul, hinv, Matrix.smul_mulVec,
      add_neg_cancel]

/-- Let `V`, `W` be Hermitian and `2c² - W` invertible. If `φ` is a ZORA eigenvector with
eigenvalue `e ≠ 0` and `c P φ ≠ 0`, the Dirac matrix has an eigenvalue strictly between
`0` and `e`. -/
theorem dirac_eigenvalue_strictly_between (hV : V.IsHermitian) (hW : W.IsHermitian)
    (hK : IsUnit (kernel c W).det) {e : ℝ} (he : e ≠ 0) {φ : n → ℂ}
    (hφ : zora c V W P *ᵥ φ = (e : ℂ) • φ) (hP : (c : ℂ) • (P *ᵥ φ) ≠ 0) :
    ∃ d : ℝ, IsEigenvalue (dirac c V W P) d ∧ d * (d - e) < 0 := by
  have hD : (dirac c V W P).IsHermitian := by
    refine Matrix.IsHermitian.fromBlocks hV (by simp [conjTranspose_smul]) ?_
    unfold Matrix.IsHermitian
    rw [conjTranspose_sub, conjTranspose_smul, conjTranspose_one, hW.eq, Complex.star_def,
      Complex.conj_ofReal]
  have hl := dirac_mulVec_small (V := V) (P := P) hK φ
  rw [hφ] at hl
  apply exists_eigenvalue_between hD e (Sum.elim φ (small c W P φ))
  · -- ⟨Dψ, Dψ⟩ and e⟨ψ, Dψ⟩ both equal e²⟨φ, φ⟩
    have hs : star (Sum.elim φ (small c W P φ)) ᵥ* dirac c V W P
        = star (dirac c V W P *ᵥ Sum.elim φ (small c W P φ)) := by
      rw [Matrix.star_mulVec, hD.eq]
    rw [dotProduct_sub, Matrix.dotProduct_mulVec, hs, hl, sub_eq_zero]
    simp only [dotProduct, Fintype.sum_sum_type, Pi.star_apply, Pi.smul_apply,
      Sum.elim_inl, Sum.elim_inr, Pi.zero_apply, smul_eq_mul, mul_zero,
      Finset.sum_const_zero, add_zero, Complex.star_def, map_mul, Complex.conj_ofReal]
    refine Finset.sum_congr rfl fun i _ => ?_
    ring
  · -- the lower component of D²ψ = eDψ would give e c P φ = 0
    intro h
    rw [hl, sub_eq_zero] at h
    unfold dirac at h
    rw [fromBlocks_mulVec, Sum.elim_comp_inl, Sum.elim_comp_inr] at h
    have h2 : (e : ℂ) • ((c : ℂ) • (P *ᵥ φ)) = 0 := by
      ext i
      have hi := congrFun h (Sum.inr i)
      simpa [Matrix.smul_mulVec, Matrix.mulVec_smul, mul_left_comm] using hi
    exact (smul_eq_zero.mp h2).elim (fun h3 => he (Complex.ofReal_eq_zero.mp h3)) hP

/-- Let `V`, `W` be Hermitian and `2c² - W` invertible. Each nonzero ZORA eigenvalue `e` is
an eigenvalue of the Dirac matrix, or the Dirac matrix has one strictly between `0` and `e`. -/
theorem zora_eigenvalue_dichotomy (hV : V.IsHermitian) (hW : W.IsHermitian)
    (hK : IsUnit (kernel c W).det) {e : ℝ} (he : e ≠ 0)
    (h : IsEigenvalue (zora c V W P) e) :
    IsEigenvalue (dirac c V W P) e ∨
      ∃ d : ℝ, IsEigenvalue (dirac c V W P) d ∧ d * (d - e) < 0 := by
  obtain ⟨φ, hφ0, hφ⟩ := h
  by_cases hP : (c : ℂ) • (P *ᵥ φ) = 0
  · -- no small component: φ itself solves the Dirac problem
    have hl := dirac_mulVec_small (V := V) (P := P) hK φ
    rw [small, ← Matrix.mulVec_smul, hP, Matrix.mulVec_zero, hφ] at hl
    refine Or.inl ⟨Sum.elim φ 0, fun h0 => hφ0 (funext fun i => congrFun h0 (Sum.inl i)), ?_⟩
    rw [hl]
    ext i
    cases i <;> simp
  · exact Or.inr (dirac_eigenvalue_strictly_between hV hW hK he hφ hP)

/-- Let `V`, `W` be Hermitian and `2c² - W` invertible. The smallest positive ZORA eigenvalue
is at least that of the Dirac matrix, and the largest negative one is at most that of the
Dirac matrix, whenever these eigenvalues exist. -/
theorem zora_never_narrows_gap (hV : V.IsHermitian) (hW : W.IsHermitian)
    (hK : IsUnit (kernel c W).det) :
    (∀ h d : ℝ, IsLeast {e | 0 < e ∧ IsEigenvalue (zora c V W P) e} h →
      IsLeast {e | 0 < e ∧ IsEigenvalue (dirac c V W P) e} d → d ≤ h) ∧
    (∀ h d : ℝ, IsGreatest {e | e < 0 ∧ IsEigenvalue (zora c V W P) e} h →
      IsGreatest {e | e < 0 ∧ IsEigenvalue (dirac c V W P) e} d → h ≤ d) := by
  constructor
  · rintro h d ⟨⟨hh, hev⟩, -⟩ ⟨-, hd⟩
    rcases zora_eigenvalue_dichotomy hV hW hK hh.ne' hev with h1 | ⟨k, hk, hlt⟩
    · exact hd ⟨hh, h1⟩
    · rcases mul_neg_iff.mp hlt with ⟨h1, h2⟩ | ⟨h1, h2⟩
      · exact (hd ⟨h1, hk⟩).trans (by linarith)
      · linarith
  · rintro h d ⟨⟨hh, hev⟩, -⟩ ⟨-, hd⟩
    rcases zora_eigenvalue_dichotomy hV hW hK hh.ne hev with h1 | ⟨k, hk, hlt⟩
    · exact hd ⟨hh, h1⟩
    · rcases mul_neg_iff.mp hlt with ⟨h1, h2⟩ | ⟨h1, h2⟩
      · linarith
      · exact (by linarith : h ≤ k).trans (hd ⟨h1, hk⟩)

end

end ZoraGap
```

```lean
#print axioms ZoraGap.zora_never_narrows_gap
```

```
'ZoraGap.zora_never_narrows_gap' depends on axioms: [propext, Classical.choice, Quot.sound]
```

## How the lemmas carry the argument

`eigen_coefficient` states that $\langle u_j,Ax\rangle=\lambda_j\langle u_j,x\rangle$ for a Hermitian $A$ with eigenvalues $\lambda_j$. It moves $A$ onto the eigenvector by taking the adjoint of the eigenvalue equation.

`exists_eigenvalue_between` is the expansion step for a general Hermitian matrix. It calls $z=(A^2-eA)x$ and assumes that no eigenvalue satisfies $d(d-e)<0$. This gives `hpos`, the nonnegativity of all factors. The statement `hc` computes the coefficients of $z$, and `hterm` turns each term of $\langle x,z\rangle$ into a real factor times a squared modulus. `Finset.sum_eq_zero_iff_of_nonneg` then makes every term vanish, so $z=0$, against the hypothesis `hne`.

`dirac_mulVec_small` is the identity $D\psi=(H\varphi,0)$. After the block product is expanded, its two bullets are the upper and lower components; `hinv` supplies $KK^{-1}P\varphi=P\varphi$ for the second.

`dirac_eigenvalue_strictly_between` first shows that $D$ is Hermitian and then applies the general lemma to $\psi$. Its first bullet reduces both expectation values to $e^2\langle\varphi,\varphi\rangle$. The second reads off the lower component of $D^2\psi=eD\psi$ and contradicts $cP\varphi\neq0$.

`zora_eigenvalue_dichotomy` splits on whether $cP\varphi$ vanishes, and in the vanishing case it exhibits $(\varphi,0)$ as a Dirac eigenvector.

In `zora_never_narrows_gap`, `mul_neg_iff` splits $k(k-h)<0$ into its two sign patterns. For each sign of $h$, `linarith` excludes one pattern, and the other places the Dirac eigenvalue $k$ between zero and $h$. The extremal property of `d` then gives the inequality.
